# The mesh quantum metric is bounded for Lipschitz projectors and grows at least linearly when the filling varies

## Occupied states on a k-mesh

A one-dimensional band calculation samples the Brillouin zone at $k_j=2\pi j/N$ and yields at each point a projector $P_j$ onto the occupied states. In an insulator with a smooth Hamiltonian these spaces turn smoothly with $k$. In a metal with a Fermi point, a band is occupied on one side and empty on the other. How does the finite-difference quantum metric respond as the mesh is refined?

Write $\ell(P,R)=\operatorname{tr}P(1-R)$ for the leakage of the states in $P$ out of the space of $R$, and define

$$G_N=\frac{1}{(2\pi/N)^2}\,\frac1N\sum_j \ell(P_j,P_{j+1})=\frac{N}{4\pi^2}\sum_j \ell(P_j,P_{j+1}).$$

For a non-interacting one-dimensional insulator with unit lattice constant, and $P_j$ the projector onto the occupied cell-periodic states, this is the usual finite-difference form of the gauge-invariant Wannier spread. In the periodic tight-binding convention used below, the position whose spread is measured is the index of the unit cell; the positions of the orbitals within a cell are ignored.

## Bounds for insulating and metallic filling

Let $\|\cdot\|$ be the Frobenius norm.

- **`insulator_bound`**: if $\|P_j-P_{j+1}\|\le 2\pi L/N$ for all $j$, then $G_N\le L^2/2$.
- **`metal_bound`**: if the number $n_j$ of occupied bands differs between two mesh points, then $G_N\ge N/(4\pi^2)$.
- **`pocket_metric`**: one constant normalised orbital, occupied at $m$ successive points with $0<m<N$, gives $G_N=N/(4\pi^2)$.
- **`filling_constant`**: under the insulating hypothesis, $N>2\pi^2L^2$ forces constant filling.

The constant $L$ limits how fast the occupied space turns with $k$. A smooth periodic Hamiltonian with a gap supplies one $L$ for all meshes; here it is assumed, and no Hamiltonian appears.

In Lean, `ZMod N` is the closed mesh with $N\ge1$, so $P_N=P_0$, as for a tight-binding Hamiltonian with $H(k+2\pi)=H(k)$. The finite type `d` labels an orthonormal basis, and `IsProjector` means Hermitian and idempotent. `leakage` takes the real part of a trace that is already real for projectors. The filling enters as `n : ZMod N → ℕ` with `(P j).trace = n j`. In `pocket u a m`, the interval starts at `a` and may wrap around the mesh; `star u ⬝ᵥ u = 1` is the normalisation.

Metals whose filling is the same at every mesh point do not fall under `metal_bound`.

## From leakage to distances

For projectors, cyclicity of the trace gives

$$\|P(1-R)\|^2=\operatorname{tr}P(1-R)(1-R)P=\operatorname{tr}P(1-R)=\ell(P,R),$$

so leakage is nonnegative. Also $\ell(P,R)-\ell(R,P)=\operatorname{tr}P-\operatorname{tr}R$, and therefore

$$\|P-R\|^2=\ell(P,R)+\ell(R,P)=2\ell(P,R)+\operatorname{tr}R-\operatorname{tr}P.$$

Summed over neighbours, the trace differences cancel around the mesh, whether or not the ranks agree. This gives the equality below; the inequality uses the insulating hypothesis:

$$G_N=\frac{N}{8\pi^2}\sum_j\|P_j-P_{j+1}\|^2\le\frac{N}{8\pi^2}\,N\,\frac{4\pi^2L^2}{N^2}=\frac{L^2}{2}.$$

## One drop in the filling

A nonconstant integer function on a cycle must drop somewhere, say $n_{j+1}\le n_j-1$. There

$$\ell(P_j,P_{j+1})=\ell(P_{j+1},P_j)+n_j-n_{j+1}\ge1.$$

All other terms are nonnegative, so $G_N\ge N/(4\pi^2)$. Combined with the insulating bound, this gives $N\le2\pi^2L^2$, which is the contradiction behind `filling_constant`. The threshold is not sharp: at the drop $\|P_j-P_{j+1}\|^2\ge\ell(P_j,P_{j+1})\ge1$, hence $2\pi L/N\ge1$, so $N>2\pi L$ also forces constant filling, a much weaker demand when $L$ is large.

For the constant orbital, let $P=|u\rangle\langle u|$. Inside the interval the leakage is $\operatorname{tr}P(1-P)=0$; at the last occupied point it is $\operatorname{tr}P=1$; at empty points it is zero. The sum is exactly one.

## Half-filled states break the insulating bound

Hermitian matrices with eigenvalues in $[0,1]$ do not suffice in place of projectors. In a one-dimensional state space take $P_j=1/2$ at every $j$, a smeared occupation. Neighbours coincide, so $L=0$ is allowed, yet each leakage is $1/4$ and $G_N=N^2/(16\pi^2)>0$.

## The Lean file

```lean
import Mathlib

open Matrix
open scoped Real ComplexConjugate

namespace MeshQuantumMetric

noncomputable section

variable {d : Type*} [Fintype d] [DecidableEq d] {N : ℕ} [NeZero N]

/-- An orthogonal projector: a Hermitian idempotent matrix. -/
def IsProjector (P : Matrix d d ℂ) : Prop := P.IsHermitian ∧ P * P = P

/-- The Frobenius norm, the root of the sum of the squared moduli of all entries. -/
def frob (A : Matrix d d ℂ) : ℝ := √(∑ i, ∑ k, ‖A i k‖ ^ 2)

/-- The leakage `tr (P (1 - R))` of the states in `P` out of the space of `R` (real part). -/
def leakage (P R : Matrix d d ℂ) : ℝ := (P * (1 - R)).trace.re

/-- The mesh quantum metric `G_N`: the average leakage between neighbours on the periodic mesh
`2πj/N`, divided by the squared mesh spacing, for `N ≥ 1`. -/
def meshMetric (P : ZMod N → Matrix d d ℂ) : ℝ :=
  (∑ j, leakage (P j) (P (j + 1))) / N / (2 * π / N) ^ 2

/-- The projector `|u⟩⟨u|` on an orbital `u` of unit norm. -/
def orbital (u : d → ℂ) : Matrix d d ℂ := vecMulVec u (star u)

/-- The orbital `u` is occupied at the `m` successive mesh points that start at `a`, for `m ≤ N`,
and nothing is occupied elsewhere. -/
def pocket (u : d → ℂ) (a : ZMod N) (m : ℕ) (j : ZMod N) : Matrix d d ℂ :=
  if (j - a).val < m then orbital u else 0

/-- The projector on the two-site orbital `(1, z)/√2` with relative phase `z`, `|z| = 1`. -/
def dimer (z : ℂ) : Matrix (Fin 2) (Fin 2) ℂ := !![1 / 2, conj z / 2; z / 2, 1 / 2]

omit [DecidableEq d] in
/-- The squared Frobenius norm of `A` is the trace of `A A†`. -/
theorem frob_sq (A : Matrix d d ℂ) : frob A ^ 2 = (A * Aᴴ).trace.re := by
  rw [frob, Real.sq_sqrt (by positivity)]
  simp only [Matrix.trace, Matrix.diag_apply, Matrix.mul_apply, Matrix.conjTranspose_apply,
    Complex.re_sum]
  refine Finset.sum_congr rfl fun i _ => Finset.sum_congr rfl fun k _ => ?_
  rw [Complex.sq_norm]
  simp [Complex.normSq_apply, Complex.mul_re]

/-- For projectors the leakage is the squared Frobenius norm of `P (1 - R)`. -/
theorem leakage_eq_frob_sq {P R : Matrix d d ℂ} (hP : IsProjector P) (hR : IsProjector R) :
    leakage P R = frob (P * (1 - R)) ^ 2 := by
  have hQ : (1 - R) * (1 - R) = 1 - R := by
    simp only [mul_sub, sub_mul, mul_one, one_mul, hR.2]
    abel
  rw [frob_sq, conjTranspose_mul, conjTranspose_sub, conjTranspose_one, hP.1.eq, hR.1.eq,
    mul_assoc, ← mul_assoc (1 - R), hQ, ← mul_assoc, Matrix.trace_mul_comm, ← mul_assoc, hP.2,
    leakage]

/-- Exchanging the two matrices changes the leakage by the difference of the real parts of their
traces. -/
theorem leakage_sub_swap (P R : Matrix d d ℂ) :
    leakage P R - leakage R P = P.trace.re - R.trace.re := by
  simp only [leakage, mul_sub, mul_one, Matrix.trace_sub, Complex.sub_re]
  rw [Matrix.trace_mul_comm R P]
  ring

/-- The mesh metric is `N/(4π²)` times the total leakage around the mesh. -/
theorem meshMetric_eq (P : ZMod N → Matrix d d ℂ) :
    meshMetric P = N / (4 * π ^ 2) * ∑ j, leakage (P j) (P (j + 1)) := by
  have hN : (0 : ℝ) < N := Nat.cast_pos.mpr (NeZero.pos N)
  have hpi := Real.pi_pos
  unfold meshMetric
  generalize ∑ j, leakage (P j) (P (j + 1)) = S
  field_simp
  ring

/-- For projectors on the periodic mesh, the metric is `N/(4π²)` times half the sum of the squared
Frobenius distances between neighbours. -/
theorem meshMetric_eq_frob (P : ZMod N → Matrix d d ℂ) (hP : ∀ j, IsProjector (P j)) :
    meshMetric P = N / (4 * π ^ 2) * ((∑ j, frob (P j - P (j + 1)) ^ 2) / 2) := by
  have hpair : ∀ j, frob (P j - P (j + 1)) ^ 2 =
      2 * leakage (P j) (P (j + 1)) + ((P (j + 1)).trace.re - (P j).trace.re) := by
    intro j
    have h : (P j - P (j + 1)) * (P j - P (j + 1)) =
        P j * (1 - P (j + 1)) + P (j + 1) * (1 - P j) := by
      simp only [mul_sub, sub_mul, mul_one, (hP j).2, (hP (j + 1)).2]
      abel
    have hs := leakage_sub_swap (P j) (P (j + 1))
    rw [frob_sq, conjTranspose_sub, (hP j).1.eq, (hP (j + 1)).1.eq, h, Matrix.trace_add,
      Complex.add_re]
    unfold leakage at *
    linarith
  -- the trace differences cancel around the closed mesh
  have hshift : ∑ j, (P (j + 1)).trace.re = ∑ j, (P j).trace.re :=
    Equiv.sum_comp (Equiv.addRight (1 : ZMod N)) (fun j => (P j).trace.re)
  rw [meshMetric_eq, Finset.sum_congr rfl fun j _ => hpair j, Finset.sum_add_distrib,
    Finset.sum_sub_distrib, hshift, ← Finset.mul_sum]
  ring

/-- Insulators: if neighbouring projectors differ by at most `2πL/N` in Frobenius norm, the mesh
metric is at most `L²/2`. -/
theorem insulator_bound (P : ZMod N → Matrix d d ℂ) (hP : ∀ j, IsProjector (P j)) (L : ℝ)
    (hL : ∀ j, frob (P j - P (j + 1)) ≤ 2 * π * L / N) : meshMetric P ≤ L ^ 2 / 2 := by
  have hN : (0 : ℝ) < N := Nat.cast_pos.mpr (NeZero.pos N)
  have hpi := Real.pi_pos
  have hsum : ∑ j, frob (P j - P (j + 1)) ^ 2 ≤ N * (2 * π * L / N) ^ 2 := by
    calc _ ≤ ∑ _j : ZMod N, (2 * π * L / N) ^ 2 :=
          Finset.sum_le_sum fun j _ => pow_le_pow_left₀ (Real.sqrt_nonneg _) (hL j) 2
      _ = _ := by rw [Finset.sum_const, Finset.card_univ, ZMod.card, nsmul_eq_mul]
  rw [meshMetric_eq_frob P hP]
  calc _ ≤ N / (4 * π ^ 2) * (N * (2 * π * L / N) ^ 2 / 2) := by gcongr
    _ = L ^ 2 / 2 := by
      field_simp
      ring

/-- Metals: if the number `n j` of occupied bands differs between two mesh points, the mesh metric
is at least `N/(4π²)`. -/
theorem metal_bound (P : ZMod N → Matrix d d ℂ) (hP : ∀ j, IsProjector (P j)) (n : ZMod N → ℕ)
    (hn : ∀ j, (P j).trace = n j) {a b : ZMod N} (hab : n a ≠ n b) :
    N / (4 * π ^ 2) ≤ meshMetric P := by
  have hnn : ∀ i j, 0 ≤ leakage (P i) (P j) := fun i j => by
    rw [leakage_eq_frob_sq (hP i) (hP j)]
    positivity
  -- a filling that never drops on a cycle is constant
  have hdrop : ∃ j, n (j + 1) < n j := by
    by_contra! h
    have hk : ∀ (k : ℕ) (j : ZMod N), n j ≤ n (j + k) := by
      intro k j
      induction k with
      | zero => simp
      | succ k ih =>
        rw [Nat.cast_succ, ← add_assoc]
        exact ih.trans (h _)
    have hle : ∀ x y, n x ≤ n y := fun x y => by
      have := hk (y - x).val x
      rwa [ZMod.natCast_zmod_val, add_sub_cancel] at this
    exact hab (le_antisymm (hle a b) (hle b a))
  obtain ⟨j, hj⟩ := hdrop
  have hone : 1 ≤ leakage (P j) (P (j + 1)) := by
    have hs := leakage_sub_swap (P j) (P (j + 1))
    rw [hn, hn, Complex.natCast_re, Complex.natCast_re] at hs
    have hc : (n (j + 1) : ℝ) + 1 ≤ n j := by exact_mod_cast hj
    linarith [hnn (j + 1) j]
  rw [meshMetric_eq]
  exact le_mul_of_one_le_right (by positivity) (hone.trans
    (Finset.single_le_sum (f := fun i => leakage (P i) (P (i + 1)))
      (fun i _ => hnn i (i + 1)) (Finset.mem_univ j)))

/-- If neighbouring projectors differ by at most `2πL/N` in Frobenius norm and `N > 2π²L²`, the
number of occupied bands is the same at all mesh points. -/
theorem filling_constant (P : ZMod N → Matrix d d ℂ) (hP : ∀ j, IsProjector (P j)) (L : ℝ)
    (hL : ∀ j, frob (P j - P (j + 1)) ≤ 2 * π * L / N) (hN : 2 * π ^ 2 * L ^ 2 < N)
    (n : ZMod N → ℕ) (hn : ∀ j, (P j).trace = n j) (a b : ZMod N) : n a = n b := by
  by_contra hab
  have h := (metal_bound P hP n hn hab).trans (insulator_bound P hP L hL)
  rw [div_le_iff₀ (by positivity)] at h
  linarith

/-- One constant normalised orbital, occupied on a nonempty proper interval of the mesh, has mesh
metric exactly `N/(4π²)`. -/
theorem pocket_metric (u : d → ℂ) (hu : star u ⬝ᵥ u = 1) (a : ZMod N) {m : ℕ} (hm : 0 < m)
    (hmN : m < N) : meshMetric (pocket u a m) = N / (4 * π ^ 2) := by
  have htr : (orbital u).trace = 1 := by
    rw [← hu]
    exact Finset.sum_congr rfl fun i _ => mul_comm (u i) (star u i)
  have hid : orbital u * orbital u = orbital u := by
    ext i k
    have hu' : ∑ l, star u l * u l = 1 := hu
    simp only [orbital, Matrix.mul_apply, Matrix.vecMulVec_apply]
    calc _ = u i * (∑ l, star u l * u l) * star u k := by
          rw [Finset.mul_sum, Finset.sum_mul]
          exact Finset.sum_congr rfl fun l _ => by ring
      _ = _ := by rw [hu', mul_one]
  -- only the last occupied point leaks
  have key : ∀ j, leakage (pocket u a m j) (pocket u a m (j + 1)) =
      if j = a + ((m - 1 : ℕ) : ZMod N) then 1 else 0 := by
    intro j
    have hval : (j + 1 - a).val = ((j - a).val + 1) % N := by
      rw [show j + 1 - a = j - a + 1 by ring, ZMod.val_add, ZMod.val_one_eq_one_mod,
        Nat.mod_eq_of_lt (show 1 < N by omega)]
    have hj : j = a + ((m - 1 : ℕ) : ZMod N) ↔ (j - a).val = m - 1 := by
      constructor
      · intro h
        rw [h, add_sub_cancel_left, ZMod.val_natCast, Nat.mod_eq_of_lt (by omega)]
      · intro h
        rw [← h, ZMod.natCast_zmod_val, add_sub_cancel]
    by_cases h1 : (j - a).val < m
    · have e1 : pocket u a m j = orbital u := if_pos h1
      rw [Nat.mod_eq_of_lt (by omega)] at hval
      by_cases h3 : (j - a).val = m - 1
      · have e2 : pocket u a m (j + 1) = 0 :=
          if_neg (show ¬ (j + 1 - a).val < m by omega)
        rw [if_pos (hj.2 h3), e1, e2]
        simp [leakage, htr]
      · have e2 : pocket u a m (j + 1) = orbital u :=
          if_pos (show (j + 1 - a).val < m by omega)
        rw [if_neg (fun h => h3 (hj.1 h)), e1, e2]
        simp [leakage, mul_sub, hid]
    · have e1 : pocket u a m j = 0 := if_neg h1
      rw [if_neg (fun h => h1 (by have := hj.1 h; omega)), e1]
      simp [leakage]
  rw [meshMetric_eq, Finset.sum_congr rfl fun j _ => key j]
  simp

/-- The two-site orbital whose relative phase is `exp(2πij/N)` at mesh point `j` meets the
hypotheses of the insulating bound with `L = 1`. -/
theorem insulator_witness (j : ZMod N) :
    IsProjector (dimer (ZMod.toCircle j : ℂ)) ∧
    frob (dimer (ZMod.toCircle j : ℂ) - dimer (ZMod.toCircle (j + 1) : ℂ)) ≤ 2 * π * 1 / N := by
  constructor
  · have hz : (ZMod.toCircle j : ℂ) * conj (ZMod.toCircle j : ℂ) = 1 := by
      rw [Complex.mul_conj, Complex.normSq_eq_norm_sq, Circle.norm_coe]
      norm_num
    generalize (ZMod.toCircle j : ℂ) = z at hz
    refine ⟨Matrix.ext fun i k => by fin_cases i <;> fin_cases k <;> simp [dimer], ?_⟩
    rw [dimer, Matrix.mul_fin_two,
      show (1 / 2 : ℂ) * (1 / 2) + conj z / 2 * (z / 2) = 1 / 2 by
        linear_combination (1 / 4 : ℂ) * hz,
      show (1 / 2 : ℂ) * (conj z / 2) + conj z / 2 * (1 / 2) = conj z / 2 by ring,
      show z / 2 * (1 / 2) + 1 / 2 * (z / 2) = z / 2 by ring,
      show z / 2 * (conj z / 2) + 1 / 2 * (1 / 2) = 1 / 2 by
        linear_combination (1 / 4 : ℂ) * hz]
  · have hfrob : ∀ z w : ℂ, frob (dimer z - dimer w) ≤ ‖z - w‖ := by
      intro z w
      have h : ∑ i, ∑ k, ‖(dimer z - dimer w) i k‖ ^ 2 = ‖z - w‖ ^ 2 / 2 := by
        simp [dimer, Fin.sum_univ_two, Complex.sq_norm, Complex.normSq_apply]
        ring
      refine Real.sqrt_le_iff.2 ⟨norm_nonneg _, ?_⟩
      rw [h]
      linarith [sq_nonneg ‖z - w‖]
    -- a chord of the unit circle is shorter than its arc
    have hchord : ∀ x : ℝ, 0 ≤ x → ‖1 - Complex.exp (x * Complex.I)‖ ≤ x := by
      intro x hx
      have hc : 1 - x ^ 2 / 2 ≤ Real.cos x := Real.one_sub_sq_div_two_le_cos
      refine (pow_le_pow_iff_left₀ (norm_nonneg _) hx two_ne_zero).1 ?_
      rw [Complex.sq_norm, Complex.normSq_apply]
      simp only [Complex.sub_re, Complex.sub_im, Complex.one_re, Complex.one_im,
        Complex.exp_ofReal_mul_I_re, Complex.exp_ofReal_mul_I_im]
      nlinarith [Real.sin_sq_add_cos_sq x]
    have h1 : (ZMod.toCircle (1 : ZMod N) : ℂ) =
        Complex.exp ((2 * π * 1 / N : ℝ) * Complex.I) := by
      have h := ZMod.toCircle_intCast (N := N) 1
      simp only [Int.cast_one] at h
      rw [h]
      congr 1
      push_cast
      ring
    refine (hfrob _ _).trans ?_
    rw [AddChar.map_add_eq_mul, Circle.coe_mul, ← mul_one_sub, norm_mul, Circle.norm_coe,
      one_mul, h1]
    exact hchord _ (by positivity)

end

end MeshQuantumMetric
```

```lean
#print axioms MeshQuantumMetric.meshMetric_eq_frob
-- 'MeshQuantumMetric.meshMetric_eq_frob' depends on axioms: [propext, Classical.choice, Quot.sound]
#print axioms MeshQuantumMetric.filling_constant
-- 'MeshQuantumMetric.filling_constant' depends on axioms: [propext, Classical.choice, Quot.sound]
#print axioms MeshQuantumMetric.pocket_metric
-- 'MeshQuantumMetric.pocket_metric' depends on axioms: [propext, Classical.choice, Quot.sound]
```

## How the lemmas fit together

`frob_sq` turns the norm into a trace, and `leakage_eq_frob_sq` and `leakage_sub_swap` are the two leakage identities. In `meshMetric_eq_frob`, `hpair` is the formula for $\|P-R\|^2$, and `hshift` reindexes the cycle to cancel the traces. `insulator_bound` then estimates the sum term by term.

In `metal_bound`, `hdrop` argues by contradiction: if the filling never drops, induction along the mesh gives $n_x\le n_y$ for all $x,y$, hence equality. `Finset.single_le_sum` keeps only the term at the drop. In `pocket_metric`, `key` carries out the case distinction above, with `omega` handling the positions modulo $N$.

`insulator_witness` shows that the two-site orbital $(1,e^{2\pi ij/N})/\sqrt2$ satisfies the insulating hypotheses with $L=1$ on every mesh. `hfrob` bounds the projector distance by the distance between the phases, and `hchord` bounds that chord by its arc $2\pi/N$.
